# If the first k right and left Krylov vectors lie in the spans of two biorthonormal bases, the reduced matrix reproduces the moments of orders 0 to 2k − 1

To replace a large non-Hermitian matrix $M$ by a small one without changing its low moments $w^\top M^j v$, we take the two Lanczos bases as given, through the properties they should have, and not as the output of a recursion. In equation-of-motion coupled cluster, $M$ can be the similarity-transformed Hamiltonian in a finite excitation basis, with $v$ and $w$ obtained by applying the similarity-transformed dipole operator to its right and left ground states. The moments are then the coefficients of $z^{-j-1}$ in the expansion of the resolvent element $w^\top(z-M)^{-1}v$ at large $|z|$.

The bases are the columns of two $n\times m$ matrices, $V$ (right) and $W$ (left), with $W^\top V=1$. This is biorthonormality, the non-Hermitian replacement for an orthonormal basis. That an actual Lanczos run, with rounding and possible breakdown, delivers such bases is the step left to the user.

In Lean, `n` and `m` are finite index types and the entries lie in any field `K`, so real and complex matrices are both included. Transposes carry no complex conjugation: $w$ holds the entries of the bra as they stand.

```lean
import Mathlib

open Matrix

namespace NonsymmetricLanczos

variable {K n m : Type*} [Field K] [Fintype n] [DecidableEq n] [Fintype m] [DecidableEq m]
```

## The small matrix and its moments

The reduced matrix is $T=W^\top MV$. This $T$ is not the cluster operator, and it need not be tridiagonal, as it would be in the usual Lanczos basis.

```lean
/-- The small matrix `Wᵀ M V` that represents `M` between the left basis `W` and the
right basis `V`. -/
def reduced (V W : Matrix n m K) (M : Matrix n n K) : Matrix m m K := Wᵀ * M * V
```

The moment of order $j$ is $\mu_j=w^\top M^jv$.

```lean
/-- The `j`-th moment `wᵀ Mʲ v` of the matrix `M` between the vectors `w` and `v`. -/
def moment (M : Matrix n n K) (w v : n → K) (j : ℕ) : K := w ⬝ᵥ (M ^ j *ᵥ v)
```

The column space of $V$ must contain $M^jv$ for $j<k$. The same predicate, applied to $W$, $M^\top$ and $w$, expresses the left condition, with its own number $l$ of vectors.

```lean
/-- The column space of `V` contains the first `k` Krylov vectors `v, M v, ..., Mᵏ⁻¹ v`. -/
def ContainsKrylov (V : Matrix n m K) (M : Matrix n n K) (v : n → K) (k : ℕ) : Prop :=
  ∀ j < k, ∃ x : m → K, V *ᵥ x = M ^ j *ᵥ v
```

## Projected Krylov vectors

If $y=Vx$, then $W^\top y=W^\top Vx=x$, hence $VW^\top y=y$. The oblique projector $VW^\top$ fixes the column space of $V$.

```lean
variable {V W : Matrix n m K} {M : Matrix n n K} {v w : n → K} {k l : ℕ}

omit [DecidableEq n] in
/-- For biorthonormal bases, `Wᵀ V = 1`, the oblique projector `V Wᵀ` leaves every vector in the
column space of `V` unchanged. -/
theorem projector_fixes (hWV : Wᵀ * V = 1) {x : m → K} {y : n → K} (h : V *ᵥ x = y) :
    V *ᵥ (Wᵀ *ᵥ y) = y := by
  have hx : Wᵀ *ᵥ (V *ᵥ x) = x := by
    rw [Matrix.mulVec_mulVec, hWV, Matrix.one_mulVec]
  rw [← h, hx]
```

It follows that $T^jW^\top v=W^\top M^jv$ for $j\le k$. The case $j=0$ is immediate. If the identity holds at $j<k$, then

$$T^{j+1}W^\top v=TW^\top M^jv=W^\top M\,(VW^\top M^jv)=W^\top M^{j+1}v,$$

because the projector fixes $M^jv$. The range reaches one power beyond the contained vectors. The `calc` block follows this chain, and `hfix` removes the projector.

```lean
/-- For biorthonormal bases, if the column space of `V` contains the first `k` Krylov vectors, then
the powers of the reduced matrix up to the `k`-th generate the projected Krylov vectors. -/
theorem reduced_krylov (hWV : Wᵀ * V = 1) (hV : ContainsKrylov V M v k) (j : ℕ) (hj : j ≤ k) :
    reduced V W M ^ j *ᵥ (Wᵀ *ᵥ v) = Wᵀ *ᵥ (M ^ j *ᵥ v) := by
  induction j with
  | zero => simp
  | succ j ih =>
    obtain ⟨x, hx⟩ := hV j (by omega)
    have hfix := projector_fixes hWV hx
    calc reduced V W M ^ (j + 1) *ᵥ (Wᵀ *ᵥ v)
        = reduced V W M *ᵥ (reduced V W M ^ j *ᵥ (Wᵀ *ᵥ v)) := by
          rw [pow_succ', ← Matrix.mulVec_mulVec]
      _ = reduced V W M *ᵥ (Wᵀ *ᵥ (M ^ j *ᵥ v)) := by rw [ih (by omega)]
      _ = Wᵀ *ᵥ (M *ᵥ (V *ᵥ (Wᵀ *ᵥ (M ^ j *ᵥ v)))) := by
          simp only [reduced, Matrix.mulVec_mulVec, Matrix.mul_assoc]
      _ = Wᵀ *ᵥ (M ^ (j + 1) *ᵥ v) := by
          -- the projector acts on a Krylov vector that it fixes
          rw [hfix, pow_succ', ← Matrix.mulVec_mulVec]
```

## Sharing the powers between left and right

A moment can be split as

$$w^\top M^{a+b}v=\big((M^\top)^aw\big)^\top\big(M^bv\big).$$

The Mathlib lemma that moves the matrix is `Matrix.dotProduct_mulVec`. It turns $x\cdot(Ay)$ into $(x^\top A)\cdot y$, where Lean keeps $x^\top A$ as a separate row-vector product. `Matrix.mulVec_transpose` then identifies that product with $A^\top x$. The explicit arguments `w (M ^ a)` select the factor to be moved. The same pair of lemmas carries $V$ across the dot product in later proofs.

```lean
/-- A moment of order `a + b` is the pairing of the `a`-th left Krylov vector with the
`b`-th right Krylov vector. -/
theorem moment_add (M : Matrix n n K) (w v : n → K) (a b : ℕ) :
    moment M w v (a + b) = (Mᵀ ^ a *ᵥ w) ⬝ᵥ (M ^ b *ᵥ v) := by
  rw [moment, pow_add, ← Matrix.mulVec_mulVec, Matrix.dotProduct_mulVec w (M ^ a),
    ← Matrix.transpose_pow, Matrix.mulVec_transpose]
```

For the reduced matrix, $T^\top=V^\top M^\top W$ has the same form with left and right exchanged, so the previous induction also gives $(T^\top)^aV^\top w=V^\top(M^\top)^aw$ for $a\le l$. With $b\le k$,

$$(V^\top w)^\top T^{a+b}W^\top v=\big((M^\top)^aw\big)^\top VW^\top M^bv.$$

```lean
/-- For biorthonormal bases whose column spaces contain the first `k` right and the first `l` left
Krylov vectors, a reduced moment of order `a + b` with `a ≤ l` and `b ≤ k` is the full pairing of
Krylov vectors with the projector `V Wᵀ` inserted. -/
theorem reduced_moment_add (hWV : Wᵀ * V = 1) (hV : ContainsKrylov V M v k)
    (hW : ContainsKrylov W Mᵀ w l) {a b : ℕ} (ha : a ≤ l) (hb : b ≤ k) :
    moment (reduced V W M) (Vᵀ *ᵥ w) (Wᵀ *ᵥ v) (a + b) =
      (Mᵀ ^ a *ᵥ w) ⬝ᵥ (V *ᵥ (Wᵀ *ᵥ (M ^ b *ᵥ v))) := by
  have hT : (reduced V W M)ᵀ = reduced W V Mᵀ := by
    simp [reduced, Matrix.transpose_mul, Matrix.mul_assoc]
  have hVW : Vᵀ * W = 1 := by
    have h := congrArg Matrix.transpose hWV
    simpa [Matrix.transpose_mul] using h
  rw [moment_add, hT, reduced_krylov hVW hW a ha, reduced_krylov hWV hV b hb,
    Matrix.dotProduct_mulVec _ V, Matrix.mulVec_transpose V]
```

The two pairings differ only by the projector. Let $j<k+l$. If $k\ge1$, take $b=\min(j,k-1)$ and $a=j-b\le l$; then $VW^\top$ fixes $M^bv$. If $k=0$, then $j<l$, and the transposed projector $WV^\top$ fixes $(M^\top)^jw$. Either way the moments agree.

```lean
/-- Moment matching: for biorthonormal bases whose column spaces contain the first `k` right and the
first `l` left Krylov vectors, the reduced matrix reproduces every moment of order below `k + l`. -/
theorem moment_matching (hWV : Wᵀ * V = 1) (hV : ContainsKrylov V M v k)
    (hW : ContainsKrylov W Mᵀ w l) {j : ℕ} (hj : j < k + l) :
    moment M w v j = moment (reduced V W M) (Vᵀ *ᵥ w) (Wᵀ *ᵥ v) j := by
  rcases Nat.eq_zero_or_pos k with hk | hk
  · -- only left Krylov vectors are available: the projector acts to the left
    have hVW : Vᵀ * W = 1 := by
      have h := congrArg Matrix.transpose hWV
      simpa [Matrix.transpose_mul] using h
    obtain ⟨x, hx⟩ := hW j (by omega)
    have hfix := projector_fixes hVW hx
    have h1 := moment_add M w v j 0
    have h2 := reduced_moment_add hWV hV hW (a := j) (b := 0) (by omega) (by omega)
    rw [Nat.add_zero] at h1 h2
    rw [h1, h2, Matrix.dotProduct_mulVec _ V, Matrix.dotProduct_mulVec _ Wᵀ,
      Matrix.vecMul_transpose, ← Matrix.mulVec_transpose V, hfix]
  · -- split the power so that the projector acts on a right Krylov vector in its range
    obtain ⟨a, b, ha, hb, rfl⟩ : ∃ a b, a ≤ l ∧ b < k ∧ j = a + b :=
      ⟨j - min j (k - 1), min j (k - 1), by omega, by omega, by omega⟩
    obtain ⟨x, hx⟩ := hV b hb
    rw [moment_add M w v, reduced_moment_add hWV hV hW ha hb.le, projector_fixes hWV hx]
```

Setting $l=k\ge1$ gives

$$w^\top M^jv=w^\top V\,(W^\top MV)^j\,W^\top v,\qquad j\le 2k-1.$$

```lean
/-- Nonsymmetric Lanczos moments: with the first `k ≥ 1` right and left Krylov vectors in the column
spaces of `V` and `W`, respectively, and `V` and `W` biorthonormal bases,
`wᵀ Mʲ v = wᵀ V (Wᵀ M V)ʲ Wᵀ v` for all `j ≤ 2k - 1`. -/
theorem lanczos_moments (hk : 1 ≤ k) (hWV : Wᵀ * V = 1) (hV : ContainsKrylov V M v k)
    (hW : ContainsKrylov W Mᵀ w k) {j : ℕ} (hj : j ≤ 2 * k - 1) :
    w ⬝ᵥ (M ^ j *ᵥ v) = w ⬝ᵥ (V *ᵥ ((Wᵀ * M * V) ^ j *ᵥ (Wᵀ *ᵥ v))) := by
  have h := moment_matching hWV hV hW (j := j) (by omega)
  simp only [moment, reduced] at h
  rw [h, Matrix.dotProduct_mulVec w V, Matrix.mulVec_transpose V]
```

## The first moment without a guarantee

At order $l+k$, taking $a=l$ and $b=k$ leaves the error

$$\big((M^\top)^lw\big)^\top(1-VW^\top)M^kv.$$

It vanishes, for example, when $M^kv$ already lies in the column space of $V$.

```lean
/-- Under the hypotheses of moment matching, the error of the moment of order `l + k` is the
`l`-th left Krylov vector paired with the part of `Mᵏ v` that the projector `V Wᵀ` removes. -/
theorem first_moment_error (hWV : Wᵀ * V = 1) (hV : ContainsKrylov V M v k)
    (hW : ContainsKrylov W Mᵀ w l) :
    moment M w v (l + k) - moment (reduced V W M) (Vᵀ *ᵥ w) (Wᵀ *ᵥ v) (l + k) =
      (Mᵀ ^ l *ᵥ w) ⬝ᵥ (M ^ k *ᵥ v - V *ᵥ (Wᵀ *ᵥ (M ^ k *ᵥ v))) := by
  rw [moment_add M w v, reduced_moment_add hWV hV hW le_rfl le_rfl, dotProduct_sub]
```

## Polynomials of the matrix

For $p(x)=\sum_i c_ix^i$, linearity gives $w^\top p(M)v=\sum_i c_i\mu_i$. Lean proves this by induction on the length of the sum.

```lean
/-- The matrix element of a polynomial of `M`, of degree below `N`, is the sum of its
coefficients times the moments. -/
theorem polynomial_moments (M : Matrix n n K) (w v : n → K) (p : Polynomial K) {N : ℕ}
    (hp : p.natDegree < N) :
    w ⬝ᵥ (Polynomial.aeval M p *ᵥ v) = ∑ i ∈ Finset.range N, p.coeff i * moment M w v i := by
  rw [Polynomial.aeval_eq_sum_range' hp]
  clear hp
  induction N with
  | zero => simp
  | succ N ih =>
    rw [Finset.sum_range_succ, Finset.sum_range_succ, Matrix.add_mulVec, dotProduct_add, ih,
      Matrix.smul_mulVec, dotProduct_smul, smul_eq_mul, moment]
```

If $p$ has degree below $k+l$, each moment in the sum can be replaced by its reduced value. A polynomial approximation to a propagator, in this finite matrix model, therefore has the same matrix element between $w$ and $v$ in the small space if its degree is below $k+l$.

```lean
/-- Under the hypotheses of moment matching, the reduced matrix gives the exact matrix element
of every polynomial of `M` of degree below `k + l`. -/
theorem polynomial_matching (hWV : Wᵀ * V = 1) (hV : ContainsKrylov V M v k)
    (hW : ContainsKrylov W Mᵀ w l) (p : Polynomial K) (hp : p.natDegree < k + l) :
    w ⬝ᵥ (Polynomial.aeval M p *ᵥ v) =
      (Vᵀ *ᵥ w) ⬝ᵥ (Polynomial.aeval (reduced V W M) p *ᵥ (Wᵀ *ᵥ v)) := by
  rw [polynomial_moments M w v p hp, polynomial_moments (reduced V W M) _ _ p hp]
  refine Finset.sum_congr rfl fun i hi => ?_
  rw [moment_matching hWV hV hW (Finset.mem_range.mp hi)]
```

## One vector on each side

For $k=l=1$, take

$$M=\begin{pmatrix}1&2\\3&4\end{pmatrix},\quad v=V=\begin{pmatrix}1\\0\end{pmatrix},\quad w=W=\begin{pmatrix}1\\1\end{pmatrix}.$$

Then $T=4$. The full moments are $1,4,22$ and the reduced ones $1,4,16$: orders 0 and 1 agree, and order 2 does not. The error formula gives the difference, $(4,6)\cdot(-3,3)=6$. Lean checks the hypotheses and the mismatch at order 2.

```lean
/-- A nonsymmetric two-by-two matrix with one Krylov vector on each side meets the hypotheses
of moment matching, and its moment of order two is not reproduced. -/
theorem moment_matching_witness :
    (!![1; 1] : Matrix (Fin 2) (Fin 1) ℝ)ᵀ * (!![1; 0] : Matrix (Fin 2) (Fin 1) ℝ) = 1 ∧
    ContainsKrylov (!![1; 0] : Matrix (Fin 2) (Fin 1) ℝ) !![1, 2; 3, 4] ![1, 0] 1 ∧
    ContainsKrylov (!![1; 1] : Matrix (Fin 2) (Fin 1) ℝ) (!![1, 2; 3, 4])ᵀ ![1, 1] 1 ∧
    moment (!![1, 2; 3, 4] : Matrix (Fin 2) (Fin 2) ℝ) ![1, 1] ![1, 0] 2 ≠
      moment (reduced (!![1; 0] : Matrix (Fin 2) (Fin 1) ℝ) !![1; 1] !![1, 2; 3, 4])
        ((!![1; 0] : Matrix (Fin 2) (Fin 1) ℝ)ᵀ *ᵥ ![1, 1])
        ((!![1; 1] : Matrix (Fin 2) (Fin 1) ℝ)ᵀ *ᵥ ![1, 0]) 2 := by
  refine ⟨?_, ?_, ?_, ?_⟩
  · ext i j
    fin_cases i
    fin_cases j
    simp [Matrix.mul_apply, Fin.sum_univ_succ]
  · intro j hj
    obtain rfl : j = 0 := by omega
    refine ⟨![1], ?_⟩
    rw [pow_zero, Matrix.one_mulVec]
    ext i
    fin_cases i <;> simp [Matrix.mulVec, dotProduct]
  · intro j hj
    obtain rfl : j = 0 := by omega
    refine ⟨![1], ?_⟩
    rw [pow_zero, Matrix.one_mulVec]
    ext i
    fin_cases i <;> simp [Matrix.mulVec, dotProduct]
  · -- the full moment is 22, the reduced one is 16
    norm_num [moment, reduced, pow_two, Matrix.mulVec, dotProduct, Matrix.mul_apply,
      Fin.sum_univ_succ]

end NonsymmetricLanczos
```

```lean
#print axioms NonsymmetricLanczos.moment_matching
#print axioms NonsymmetricLanczos.lanczos_moments
#print axioms NonsymmetricLanczos.first_moment_error
#print axioms NonsymmetricLanczos.polynomial_matching
```

```
'NonsymmetricLanczos.moment_matching' depends on axioms: [propext, Classical.choice, Quot.sound]
'NonsymmetricLanczos.lanczos_moments' depends on axioms: [propext, Classical.choice, Quot.sound]
'NonsymmetricLanczos.first_moment_error' depends on axioms: [propext, Classical.choice, Quot.sound]
'NonsymmetricLanczos.polynomial_matching' depends on axioms: [propext, Classical.choice, Quot.sound]
```
